# The first moment of a periodic magnetisation current over a cell integrates to zero as the cell's starting point runs over one period

In one dimension a magnetisation `M` carries the current j = −M′, and the first moment of j over a cell is the integral of x j(x) from x₀ to x₀ + a. The lemma takes `M` to be real-valued, continuously differentiable and periodic with period a, and states that this moment, integrated over x₀ from 0 to a, is zero. The attempt uses an earlier result of the file, by which the moment equals the integral of `M` over one period minus a M(x₀). It then means to split the integral over x₀ into these two terms, which cancel.

As first written in Lean, the proof fails:

```lean
import Mathlib

open MeasureTheory

namespace IntegralCellMomentEqZero

noncomputable section

/-- The current carried by a magnetisation profile `M` in one dimension, `j = -M'`. -/
def current (M : ℝ → ℝ) (x : ℝ) : ℝ := -deriv M x

/-- The first moment of the current `j` over the cell that starts at `x₀` and has length `a`. -/
def cellMoment (j : ℝ → ℝ) (a x₀ : ℝ) : ℝ := ∫ x in x₀..(x₀ + a), x * j x

/-- The current of a continuously differentiable magnetisation is continuous. -/
theorem continuous_current {M : ℝ → ℝ} (hM : ContDiff ℝ 1 M) : Continuous (current M) := by
  show Continuous (fun x => -deriv M x)
  exact (contDiff_one_iff_deriv.1 hM).2.neg

/-- For a continuously differentiable `a`-periodic magnetisation, the cell moment of the current
is the integral of `M` over a period minus the boundary term `a M(x₀)`. -/
theorem cellMoment_eq {M : ℝ → ℝ} {a : ℝ} (hM : ContDiff ℝ 1 M)
    (hp : Function.Periodic M a) (x₀ : ℝ) :
    cellMoment (current M) a x₀ = (∫ x in (0 : ℝ)..a, M x) - a * M x₀ := by
  have hj := continuous_current hM
  have hMc : Continuous M := hM.continuous
  -- integration by parts, written as the integral of the derivative of `-x M(x)`
  have hderiv : ∀ x : ℝ, HasDerivAt (fun y => -(y * M y)) (x * current M x - M x) x := by
    intro x
    have hd := ((contDiff_one_iff_deriv.1 hM).1 x).hasDerivAt
    refine ((hasDerivAt_id' x).fun_mul hd).fun_neg.congr_deriv ?_
    simp only [current]
    ring
  have hparts := intervalIntegral.integral_eq_sub_of_hasDerivAt
    (a := x₀) (b := x₀ + a) (fun x _ => hderiv x)
    (((continuous_id'.mul hj).sub hMc).intervalIntegrable _ _)
  have hxj : Continuous (fun x : ℝ => x * current M x) := continuous_id'.mul hj
  rw [intervalIntegral.integral_sub (hxj.intervalIntegrable _ _)
    (hMc.intervalIntegrable _ _)] at hparts
  -- periodicity moves the cell to the origin and identifies its two ends
  have hshift := hp.intervalIntegral_add_eq x₀ 0
  rw [zero_add] at hshift
  rw [hshift, hp x₀] at hparts
  unfold cellMoment
  linarith

/-- For a continuously differentiable `a`-periodic magnetisation, the cell moment integrates to
zero when the starting point of the cell runs over one period. -/
theorem integral_cellMoment_eq_zero {M : ℝ → ℝ} {a : ℝ} (hM : ContDiff ℝ 1 M)
    (hp : Function.Periodic M a) :
    ∫ x₀ in (0 : ℝ)..a, cellMoment (current M) a x₀ = 0 := by
  have h : ∀ x₀, cellMoment (current M) a x₀ = (∫ x in (0 : ℝ)..a, M x) - a * M x₀ :=
    cellMoment_eq hM hp
  simp only [h]
  rw [intervalIntegral.integral_sub (continuous_const.intervalIntegrable _ _)
    ((continuous_const.mul hM.continuous).intervalIntegrable _ _),
    intervalIntegral.integral_const, intervalIntegral.integral_const_mul, smul_eq_mul]
  ring

end

end IntegralCellMomentEqZero
```

The compiler's answer:

```
Main.lean:55:6: error: Tactic `rewrite` failed: Did not find an occurrence of the pattern
  ∫ (x : ℝ) in ?m.96..?m.97, ?m.60 - ((fun x => ?m.72) * M) x ∂?m.93
in the target expression
  ∫ (x₀ : ℝ) in 0..a, (∫ (x : ℝ) in 0..a, M x) - a * M x₀ = 0

M : ℝ → ℝ
a : ℝ
hM : ContDiff ℝ 1 M
hp : Function.Periodic M a
h : ∀ (x₀ : ℝ), cellMoment (current M) a x₀ = (∫ (x : ℝ) in 0..a, M x) - a * M x₀
⊢ ∫ (x₀ : ℝ) in 0..a, (∫ (x : ℝ) in 0..a, M x) - a * M x₀ = 0
```

Diagnosis. The one error is at the first rewrite, with `intervalIntegral.integral_sub`. This lemma reads the two functions to be subtracted from the integrability proofs it is given. The second proof was built from `continuous_const.mul hM.continuous`, whose type Lean took to be the continuity of a product of functions, `(fun x => ?m.72) * M`. The pattern therefore contained that product applied to `x`, while the goal has the product of numbers `a * M x₀`. The two agree by definition once the product of functions is unfolded, but `rw` did not unfold it in its search, and so found no match.

The repair first proves `haM`, with the function written out as `fun x : ℝ => a * M x`. The same term `continuous_const.mul hM.continuous` is accepted as its proof, since Lean can check there that the two forms agree. With `haM` supplying the integrability, the pattern has `a * M x` as its second term, and the rewrite finds the integral in the goal.

Lean accepts the file once it reads:

```diff
@@ -53,6 +53,7 @@
     cellMoment_eq hM hp
   simp only [h]
+  have haM : Continuous (fun x : ℝ => a * M x) := continuous_const.mul hM.continuous
   rw [intervalIntegral.integral_sub (continuous_const.intervalIntegrable _ _)
-    ((continuous_const.mul hM.continuous).intervalIntegrable _ _),
+    (haM.intervalIntegrable _ _),
     intervalIntegral.integral_const, intervalIntegral.integral_const_mul, smul_eq_mul]
   ring
```
